# An integer vector is the first column of an integer 2×2 matrix of determinant 1 exactly when its entries are coprime

Let $a$ and $b$ be two vectors that generate a lattice, and let $p,q,r,s$ be integers. New cell vectors are written in the old ones as

$$a' = p\,a + q\,b,\qquad b' = r\,a + s\,b .$$

The coordinates of each new vector form a column, so the basis change has first column $(p,q)$ and second column $(r,s)$.

```lean
import Mathlib

namespace UnimodularBasisChange

/-- The integer matrix whose columns `(p, q)` and `(r, s)` are the coordinates of two
new cell vectors in the old lattice basis. -/
def basisChange (p q r s : ℤ) : Matrix (Fin 2) (Fin 2) ℤ := !![p, r; q, s]
```

The entries have type `ℤ` because the new vectors must be lattice translations. With rational entries every non-zero first column could be completed: $(2,0)$, for instance, by $(0,\tfrac12)$, which is no lattice vector.

The lattice itself is the set of all integer combinations of $a$ and $b$. Here `V` is any additive commutative group, so direct and reciprocal lattices are treated alike, and no length, angle or discreteness enters.

```lean
/-- The lattice of all integer combinations of two vectors `a` and `b`. -/
def planeLattice {V : Type*} [AddCommGroup V] (a b : V) : Submodule ℤ V :=
  Submodule.span ℤ {a, b}
```

The determinant is $ps-rq$. For non-collinear vectors in a plane it is the signed ratio of the new cell area to the old one.

```lean
/-- The determinant of the basis change is `p s - r q`. -/
theorem det_basisChange (p q r s : ℤ) : (basisChange p q r s).det = p * s - r * q := by
  simp [basisChange, Matrix.det_fin_two]
```

A second column is called admissible if it makes this determinant equal to $+1$, so that both area and orientation are kept. Modelling basis changes as all integer matrices whose inverse is also an integer matrix would admit determinant $-1$ as well. The condition on $(p,q)$ would stay the same, but the second columns would form two families, $(r,s)+k(p,q)$ and $-(r,s)+k(p,q)$ with integer $k$, one for each orientation.

## Coprime indices: $\gcd(p,q)=1$

Physically, for non-collinear $a$ and $b$ in a plane, coprimality says that $pa+qb$ is a shortest non-zero lattice translation along its row. If $g=\gcd(p,q)>1$, the vector is $g$ times a shorter lattice vector.

By hand, first find every determinant that $(p,q)$ allows. Since $g$ divides $p$ and $q$, it divides $ps-rq$. Conversely, Bézout's identity gives integers $u,v$ with $pu+qv=g$. For a target $d=gm$, take $r=-vm$ and $s=um$:

$$ps-rq = pum+qvm = gm = d .$$

The proof does the same, with `Int.gcdA p q` and `Int.gcdB p q` as $u$ and $v$.

```lean
/-- The determinants of integer matrices with first column `(p, q)` are exactly the
multiples of `gcd(p, q)`. -/
theorem exists_det_eq_iff (p q d : ℤ) :
    (∃ r s, (basisChange p q r s).det = d) ↔ (Int.gcd p q : ℤ) ∣ d := by
  simp only [det_basisChange]
  constructor
  · rintro ⟨r, s, rfl⟩
    exact dvd_sub (Dvd.dvd.mul_right (Int.gcd_dvd_left p q) s)
      (Dvd.dvd.mul_left (Int.gcd_dvd_right p q) r)
  · rintro ⟨m, rfl⟩
    -- Bézout coefficients, scaled by `m`, give the second column
    have hb := Int.gcd_eq_gcd_ab p q
    refine ⟨-(Int.gcdB p q * m), Int.gcdA p q * m, ?_⟩
    linear_combination (-m) * hb
```

Setting $d=1$ gives the criterion, because a non-negative integer that divides 1 is 1.

```lean
/-- An integer vector `(p, q)` is the first column of an integer matrix of determinant 1
if and only if `gcd(p, q) = 1`. -/
theorem exists_unimodular_iff (p q : ℤ) :
    (∃ r s, (basisChange p q r s).det = 1) ↔ Int.gcd p q = 1 := by
  rw [exists_det_eq_iff]
  constructor
  · intro h
    have h' : Int.gcd p q ∣ 1 := by exact_mod_cast h
    exact Nat.dvd_one.mp h'
  · intro h
    rw [h]
    simp
```

Without coprimality no admissible column exists. For $(p,q)=(2,2)$ the determinant is $2(s-r)$, which is always even.

## One admissible column: $ps-rq=1$

The hypothesis `h` of the next theorem supplies one valid choice of second cell vector. The other choices slide that vector along the row of $a'$, which shears the cell and leaves its area alone.

Suppose that $ps-rq=1$ and $ps'-r'q=1$, and set $k=sr'-rs'$, the shift from the first column to the second. Using both conditions,

$$kp=(ps)r'-r(ps')=(1+rq)r'-r(1+r'q)=r'-r,$$

$$kq=s(r'q)-(rq)s'=s(ps'-1)-(ps-1)s'=s'-s .$$

So $(r',s')=(r,s)+k(p,q)$. If an integer $j$ gives the same shift, then

$$sr'-rs'=s(r+jp)-r(s+jq)=j(ps-rq)=j,$$

which makes the shift unique. In the other direction, every shifted column is admissible, since

$$p(s+kq)-(r+kp)q=ps-rq=1 .$$

In the Lean proof each `linear_combination` lists the multiples of the hypotheses that produce one of these identities. The symbol `∃!` states that exactly one integer $k$ works.

```lean
/-- Given one admissible second column `(r, s)`, another column is admissible if and only
if it differs from `(r, s)` by an integer multiple of `(p, q)`, and the integer is unique. -/
theorem second_column_iff {p q r s : ℤ} (h : (basisChange p q r s).det = 1) (r' s' : ℤ) :
    (basisChange p q r' s').det = 1 ↔ ∃! k : ℤ, r' = r + k * p ∧ s' = s + k * q := by
  rw [det_basisChange] at h ⊢
  constructor
  · intro h'
    -- the shift is the determinant with columns `(r', s')` and `(r, s)`, in that order
    refine ⟨s * r' - r * s', ⟨?_, ?_⟩, ?_⟩
    · linear_combination r * h' - r' * h
    · linear_combination s * h' - s' * h
    · rintro j ⟨hr, hs⟩
      linear_combination (-s) * hr + r * hs - j * h
  · rintro ⟨k, ⟨hr, hs⟩, -⟩
    linear_combination h + p * hs - q * hr
```

Without `h` the equivalence fails. Take $(p,q)=(1,0)$ and start from the inadmissible column $(0,2)$. The column $(0,1)$ is admissible, yet it isn't $(0,2)$ plus a multiple of $(1,0)$.

The main theorem joins the criterion and the description of the second columns. It has no hypothesis on $(p,q)$; if the entries aren't coprime, its second part has no starting column to apply to.

```lean
/-- Unimodular completion: `(p, q)` is the first column of an integer matrix of determinant 1
if and only if `gcd(p, q) = 1`, and the admissible second columns are then exactly the
shifts of any one of them by a unique integer multiple of `(p, q)`. -/
theorem unimodular_completion (p q : ℤ) :
    ((∃ r s, (basisChange p q r s).det = 1) ↔ Int.gcd p q = 1) ∧
    ∀ r s, (basisChange p q r s).det = 1 → ∀ r' s',
      ((basisChange p q r' s').det = 1 ↔ ∃! k : ℤ, r' = r + k * p ∧ s' = s + k * q) :=
  ⟨exists_unimodular_iff p q, fun _ _ h r' s' => second_column_iff h r' s'⟩
```

## A positive first index: $p>0$

The freedom to shift can be removed by a convention. If $p>0$, one may ask that the $a$-coordinate of the second vector lie in $0\le r<p$, which selects a single cell among the sheared ones.

Start from any admissible $(r,s)$ and subtract $\lfloor r/p\rfloor\,(p,q)$. The first entry becomes the remainder $r_0$ of $r$ modulo $p$, and the determinant is unchanged. If a second admissible column has first entry $r'=r_0+kp$ in the same range, then $k\ge1$ would give $r'\ge p$ and $k\le-1$ would give $r'<0$. Hence $k=0$ and the columns agree.

The proof follows this route: `hred` is the reduced column, `second_column_iff` supplies $k$, and `hk1` and `hk2` exclude the two cases. The pair `w` holds the column, with `w.1` as $r$ and `w.2` as $s$. The hypothesis `hp` serves both for the range of the remainder and for the two exclusions.

```lean
/-- For coprime `(p, q)` with `p > 0` there is exactly one admissible second column whose
first entry lies in the range from `0` to `p - 1`. -/
theorem existsUnique_reduced_column {p q : ℤ} (hp : 0 < p) (hpq : Int.gcd p q = 1) :
    ∃! w : ℤ × ℤ, 0 ≤ w.1 ∧ w.1 < p ∧ (basisChange p q w.1 w.2).det = 1 := by
  obtain ⟨r, s, h⟩ := (exists_unimodular_iff p q).2 hpq
  -- reduce the first entry modulo `p`
  have hred : (basisChange p q (r % p) (s - r / p * q)).det = 1 := by
    rw [det_basisChange] at h ⊢
    have hm := Int.emod_def r p
    linear_combination h - q * hm
  have hlo : 0 ≤ r % p := Int.emod_nonneg r hp.ne'
  have hhi : r % p < p := Int.emod_lt_of_pos r hp
  refine ⟨(r % p, s - r / p * q), ⟨hlo, hhi, hred⟩, ?_⟩
  rintro ⟨r', s'⟩ ⟨h0, h1, h2⟩
  have h0' : 0 ≤ r' := h0
  have h1' : r' < p := h1
  obtain ⟨k, ⟨hr, hs⟩, -⟩ := (second_column_iff hred r' s').1 h2
  -- two entries in the same range of length `p` allow no shift
  have hk1 : k < 1 := by
    by_contra hk
    have hk' : 1 ≤ k := not_lt.mp hk
    nlinarith
  have hk2 : -1 < k := by
    by_contra hk
    have hk' : k ≤ -1 := not_lt.mp hk
    nlinarith
  have hk : k = 0 := by omega
  rw [hk, zero_mul, add_zero] at hr hs
  exact Prod.ext hr hs
```

If $p\le0$, the range $0\le r<p$ is empty. For $(p,q)=(0,1)$ there are admissible columns, namely $(-1,s)$ for every integer $s$, but their first entry can't tell them apart.

## Determinant 1 and the unchanged lattice

A new cell describes the same crystal translations only if the old vectors can be recovered from the new ones with integer coefficients. Determinant 1 guarantees this:

$$s\,a'-q\,b'=(ps-rq)\,a=a,\qquad -r\,a'+p\,b'=(ps-rq)\,b=b .$$

One inclusion of lattices holds for any integer matrix, since $a'$ and $b'$ are integer combinations of $a$ and $b$. The hypothesis enters only in the reverse inclusion, where `ha` and `hb` are the two equations above. Independence of $a$ and $b$ isn't needed.

```lean
/-- A basis change of determinant 1 leaves the lattice unchanged. -/
theorem planeLattice_basisChange {V : Type*} [AddCommGroup V] (a b : V) {p q r s : ℤ}
    (h : (basisChange p q r s).det = 1) :
    planeLattice (p • a + q • b) (r • a + s • b) = planeLattice a b := by
  rw [det_basisChange] at h
  unfold planeLattice
  apply le_antisymm
  · exact Submodule.span_le.2 (Set.insert_subset_iff.2
      ⟨Submodule.mem_span_pair.2 ⟨p, q, rfl⟩,
        Set.singleton_subset_iff.2 (Submodule.mem_span_pair.2 ⟨r, s, rfl⟩)⟩)
  · -- the inverse matrix is integral and returns the old vectors
    have ha : s • (p • a + q • b) + (-q) • (r • a + s • b) = a := by
      calc _ = (p * s - r * q) • a := by module
        _ = a := by rw [h, one_smul]
    have hb : (-r) • (p • a + q • b) + p • (r • a + s • b) = b := by
      calc _ = (p * s - r * q) • b := by module
        _ = b := by rw [h, one_smul]
    exact Submodule.span_le.2 (Set.insert_subset_iff.2
      ⟨Submodule.mem_span_pair.2 ⟨s, -q, ha⟩,
        Set.singleton_subset_iff.2 (Submodule.mem_span_pair.2 ⟨-r, p, hb⟩)⟩)
```

For independent $a$ and $b$, the choice $a'=a$, $b'=2b$ has determinant 2 and generates a proper sublattice, which is a supercell description.

## Independent lattice vectors

The last theorem asks when $pa+qb$ can be an edge of a cell that generates the whole lattice, with no determinant prescribed. Its hypothesis `hab` says that $xa+yb=0$ with integers $x,y$ forces $x=y=0$, so lattice coordinates are unique. Two non-collinear vectors in a plane satisfy it. It is weaker than non-collinearity, however: the real numbers $1$ and $\sqrt2$ satisfy it too, although their integer combinations are dense on the line.

If $\gcd(p,q)=1$, an admissible column gives the second vector, and the previous theorem shows that the lattice is unchanged. For the converse, let $a'=pa+qb$ and $c$ generate the lattice. Then $c=ra+sb$, $a=xa'+yc$ and $b=za'+wc$ for some integers. Substituting and comparing coefficients, which is where independence is used, gives

$$xp+yr=1,\quad xq+ys=0,\quad zp+wr=0,\quad zq+ws=1 .$$

It follows that

$$(xw-yz)(ps-rq)=(xp+yr)(zq+ws)-(xq+ys)(zp+wr)=1 .$$

With $\delta=xw-yz$, the column $(\delta r,\delta s)$ has determinant 1 with $(p,q)$, so $\gcd(p,q)=1$. The factor $\delta$ is a sign that corrects the orientation when $c$ was chosen on the other side.

In the proof, `Submodule.mem_span_pair` extracts the integer coefficients, `LinearIndependent.pair_iff` performs the comparison, and the final `linear_combination` is the product of determinants.

```lean
/-- For independent `a` and `b`, the lattice vector `p a + q b` together with some second
vector generates the whole lattice if and only if `gcd(p, q) = 1`. -/
theorem extends_to_lattice_basis_iff {V : Type*} [AddCommGroup V] {a b : V}
    (hab : LinearIndependent ℤ ![a, b]) (p q : ℤ) :
    (∃ c, planeLattice (p • a + q • b) c = planeLattice a b) ↔ Int.gcd p q = 1 := by
  rw [← exists_unimodular_iff]
  constructor
  · rintro ⟨c, h⟩
    unfold planeLattice at h
    have hc : c ∈ Submodule.span ℤ {a, b} := by
      rw [← h]
      exact Submodule.subset_span (by simp)
    have ha : a ∈ Submodule.span ℤ {p • a + q • b, c} := by
      rw [h]
      exact Submodule.subset_span (by simp)
    have hb : b ∈ Submodule.span ℤ {p • a + q • b, c} := by
      rw [h]
      exact Submodule.subset_span (by simp)
    obtain ⟨r, s, hc⟩ := Submodule.mem_span_pair.1 hc
    obtain ⟨x, y, hx⟩ := Submodule.mem_span_pair.1 ha
    obtain ⟨z, w, hz⟩ := Submodule.mem_span_pair.1 hb
    -- compare coefficients of the independent vectors
    obtain ⟨e1, e2⟩ := LinearIndependent.pair_iff.1 hab (x * p + y * r - 1) (x * q + y * s) (by
      calc _ = (x • (p • a + q • b) + y • (r • a + s • b)) - a := by module
        _ = 0 := by rw [hc, hx, sub_self])
    obtain ⟨_, e4⟩ := LinearIndependent.pair_iff.1 hab (z * p + w * r) (z * q + w * s - 1) (by
      calc _ = (z • (p • a + q • b) + w • (r • a + s • b)) - b := by module
        _ = 0 := by rw [hc, hz, sub_self])
    refine ⟨(x * w - y * z) * r, (x * w - y * z) * s, ?_⟩
    rw [det_basisChange]
    linear_combination (z * q + w * s) * e1 + e4 - (z * p + w * r) * e2
  · rintro ⟨r, s, h⟩
    exact ⟨r • a + s • b, planeLattice_basisChange a b h⟩

end UnimodularBasisChange
```

Without independence the criterion fails. Let $b=a$ and $(p,q)=(2,0)$. The vectors $2a$ and $c=a$ generate the whole lattice, yet $\gcd(2,0)=2$.

For a periodic simulation of a two-dimensional crystal whose translation lattice is generated by $a$ and $b$, the criterion $\gcd(p,q)=1$ decides whether a prescribed lattice vector $pa+qb$ can be an edge of a primitive cell; the atoms inside the cell and its point symmetry play no part.

```lean
#print axioms UnimodularBasisChange.unimodular_completion
-- 'UnimodularBasisChange.unimodular_completion' depends on axioms: [propext, Classical.choice, Quot.sound]
#print axioms UnimodularBasisChange.existsUnique_reduced_column
-- 'UnimodularBasisChange.existsUnique_reduced_column' depends on axioms: [propext, Classical.choice, Quot.sound]
#print axioms UnimodularBasisChange.extends_to_lattice_basis_iff
-- 'UnimodularBasisChange.extends_to_lattice_basis_iff' depends on axioms: [propext, Classical.choice, Quot.sound]
```
